# Weak- and strong-field matrices of the octahedral d² ³T₁ terms share their levels, and the lower level plus 8Dq tends to 3B above free-ion ³F as Dq grows

Take the Racah parameter $B=1$, switch the ligand field off, $Dq=0$, and measure energies from the free-ion ³F term. In the basis of free-ion terms and in the basis of $t_2^2$ and $t_2e$ configurations, the d² ³T₁ Hamiltonian reads

$$\begin{pmatrix}0&0\\0&15\end{pmatrix},\qquad \begin{pmatrix}3&6\\6&12\end{pmatrix}.$$

Both have trace 15 and determinant 0, so both have the levels 0 and 15. The coupling 6 pushes the lower level 3 units below the diagonal energy 3. At $Dq=2.6$ the second matrix has diagonal energies $-17.8$ and $17.2$ and the same coupling; its lower level is $-18.8$, only 1 unit below the diagonal. The field separates the configurations while their coupling stays fixed, so the push fades.

## One Hamiltonian in two bases

```lean
import Mathlib

open Filter Topology

namespace LigandFieldD2TripletT1

noncomputable section
```

This loads Mathlib and opens the names used for limits.

```lean
/-- The d² ³T₁ Hamiltonian in the weak-field basis (³F, ³P), with the free-ion ³F term
as the zero of energy. -/
def weakField (Dq B : ℝ) : Matrix (Fin 2) (Fin 2) ℝ :=
  !![-6 * Dq, 4 * Dq; 4 * Dq, 15 * B]
```

`Matrix (Fin 2) (Fin 2) ℝ` is the type of real 2×2 matrices. The basis order is ³F, ³P. The parameter $Dq$ measures the ligand field, with $10Dq$ the splitting between $e$ and $t_2$ orbitals. The Racah parameter $B$ measures electron repulsion and puts ³P at $15B$ above ³F. The field shifts the ³T₁ part of ³F by $-6Dq$ and mixes it with ³P through $4Dq$.

```lean
/-- The d² ³T₁ Hamiltonian in the strong-field basis (t₂², t₂e), with the same zero of
energy. -/
def strongField (Dq B : ℝ) : Matrix (Fin 2) (Fin 2) ℝ :=
  !![-8 * Dq + 3 * B, 6 * B; 6 * B, 2 * Dq + 12 * B]
```

Here the order is $t_2^2$, $t_2e$. An electron contributes $-4Dq$ in $t_2$ and $6Dq$ in $e$, which gives $-8Dq$ and $2Dq$; repulsion supplies the terms in $B$. Both matrices are entered as definitions, not derived from two-electron integrals. The model is octahedral, without spin–orbit coupling or mixing with other shells.

```lean
/-- The matrix whose columns are the strong-field states written in the weak-field basis. -/
def recoupling : Matrix (Fin 2) (Fin 2) ℝ :=
  (√5)⁻¹ • !![-2, 1; 1, 2]
```

In ordinary notation,

$$R=\frac1{\sqrt5}\begin{pmatrix}-2&1\\1&2\end{pmatrix}.$$

The first column says that the $t_2^2$ state is $(-2\,|{}^3F\rangle+|{}^3P\rangle)/\sqrt5$. The relative sign belongs to the phase convention in which the coupling of ³F and ³P is $+4Dq$.

## The levels in closed form

```lean
/-- The separation of the two ³T₁ levels. -/
def gap (Dq B : ℝ) : ℝ := √((10 * Dq + 9 * B) ^ 2 + 144 * B ^ 2)
```

Write $s=10Dq+9B$ for the difference of the strong-field diagonal energies. Then `gap` is $g=\sqrt{s^2+144B^2}$, where $144B^2=4(6B)^2$ comes from the coupling.

```lean
/-- The lower ³T₁ level in closed form. -/
def lowerLevel (Dq B : ℝ) : ℝ := (15 * B - 6 * Dq - gap Dq B) / 2
```

This is $E_-=\tfrac12(15B-6Dq-g)$.

```lean
/-- The upper ³T₁ level in closed form. -/
def upperLevel (Dq B : ℝ) : ℝ := (15 * B - 6 * Dq + gap Dq B) / 2
```

This is $E_+=\tfrac12(15B-6Dq+g)$. So far these are only formulas; that they are the eigenvalues is proved below.

## From one basis to the other

```lean
/-- The squared normalisation factor of the recoupling matrix is 1/5. -/
lemma norm_factor_sq : (√5)⁻¹ * (√5)⁻¹ = (1 / 5 : ℝ) := by
  rw [← mul_inv, Real.mul_self_sqrt (by norm_num)]
  norm_num
```

The two factors $1/\sqrt5$ multiply to $1/5$, which removes the square root from the matrix products that follow.

```lean
/-- The recoupling matrix is orthogonal. -/
theorem recoupling_orthogonal : recoupling.transpose * recoupling = 1 := by
  simp only [recoupling, Matrix.transpose_smul, Matrix.smul_mul, Matrix.mul_smul,
    smul_smul, norm_factor_sq]
  ext i j
  fin_cases i <;> fin_cases j <;>
    simp [Matrix.mul_apply, Fin.sum_univ_succ] <;> norm_num
```

The statement is $R^{T}R=1$. By hand, each column has squared length $(4+1)/5=1$, and their overlap is $(-2+2)/5=0$. Lean does the same: `fin_cases` splits the matrix equation into its four entries, and each is computed.

```lean
/-- Recoupling carries the weak-field Hamiltonian into the strong-field one, with the same
matrix for all values of Dq and B. -/
theorem recoupling_weakField (Dq B : ℝ) :
    recoupling.transpose * weakField Dq B * recoupling = strongField Dq B := by
  simp only [recoupling, Matrix.transpose_smul, Matrix.smul_mul, Matrix.mul_smul,
    smul_smul, norm_factor_sq]
  ext i j
  fin_cases i <;> fin_cases j <;>
    simp [weakField, strongField, Matrix.mul_apply, Fin.sum_univ_succ] <;> ring
```

This is $R^{T}H_{\text{weak}}R=H_{\text{strong}}$. The entries are

$$\begin{aligned}
\tfrac15(-24Dq-16Dq+15B)&=-8Dq+3B,\\
\tfrac15(12Dq-12Dq+30B)&=6B,\\
\tfrac15(-6Dq+16Dq+60B)&=2Dq+12B.
\end{aligned}$$

The field cancels from the off-diagonal entry, and $R$ itself depends on neither parameter. The tactic `ring` checks these identities.

```lean
/-- The weak-field and strong-field Hamiltonians have the same characteristic polynomial. -/
theorem charpoly_weakField_eq_strongField (Dq B : ℝ) :
    (weakField Dq B).charpoly = (strongField Dq B).charpoly := by
  have ht : (weakField Dq B).trace = (strongField Dq B).trace := by
    simp only [weakField, strongField, Matrix.trace_fin_two_of]
    ring
  have hd : (weakField Dq B).det = (strongField Dq B).det := by
    simp only [weakField, strongField, Matrix.det_fin_two_of]
    ring
  rw [Matrix.charpoly_fin_two, Matrix.charpoly_fin_two, ht, hd]
```

Equality of the polynomials already follows from the change of basis, but the proof takes a shorter route. A 2×2 characteristic polynomial is $E^2-(\operatorname{tr}H)E+\det H$. Both traces are $15B-6Dq$. The strong-field determinant is

$$(-8Dq+3B)(2Dq+12B)-36B^2=-16Dq^2-90\,Dq\,B,$$

which is also the weak-field one.

## The lower level as least root

```lean
/-- The secular polynomial factors over the lower and the upper level. -/
theorem secular_factorisation (Dq B E : ℝ) :
    (weakField Dq B).charpoly.eval E = (E - lowerLevel Dq B) * (E - upperLevel Dq B) := by
  have hsq : gap Dq B ^ 2 = (10 * Dq + 9 * B) ^ 2 + 144 * B ^ 2 :=
    Real.sq_sqrt (by positivity)
  rw [Matrix.charpoly_fin_two]
  simp only [weakField, Matrix.trace_fin_two_of, Matrix.det_fin_two_of,
    Polynomial.eval_add, Polynomial.eval_sub, Polynomial.eval_mul, Polynomial.eval_pow,
    Polynomial.eval_X, Polynomial.eval_C, lowerLevel, upperLevel]
  linear_combination (1 / 4) * hsq
```

For every real $E$, the polynomial equals $(E-E_-)(E-E_+)$. The discriminant shows why:

$$(15B-6Dq)^2+64Dq^2+360\,Dq\,B=s^2+144B^2=g^2.$$

The last line of the proof adds a quarter of this relation for $g^2$ to an otherwise polynomial identity.

```lean
/-- The lower level is the least root of the secular polynomial. -/
theorem lowerLevel_isLeast (Dq B : ℝ) :
    IsLeast {E | (weakField Dq B).charpoly.IsRoot E} (lowerLevel Dq B) := by
  constructor
  · change (weakField Dq B).charpoly.eval (lowerLevel Dq B) = 0
    rw [secular_factorisation, sub_self, zero_mul]
  · intro E hE
    have h : (weakField Dq B).charpoly.eval E = 0 := hE
    rw [secular_factorisation] at h
    have hg : 0 ≤ gap Dq B := Real.sqrt_nonneg _
    have hlu : lowerLevel Dq B ≤ upperLevel Dq B := by
      unfold lowerLevel upperLevel
      linarith
    rcases mul_eq_zero.mp h with h | h <;> linarith
```

`IsLeast` says two things: $E_-$ is a root, and no root is smaller. The first follows by inserting $E=E_-$ in the factorisation. For the second, any root is $E_-$ or $E_+$, and $E_-\le E_+$ because $g\ge0$.

## How far mixing lowers the level

```lean
/-- For nonzero B the lower level lies strictly below the diagonal energy -8Dq + 3B of the
t₂² configuration. -/
theorem lowerLevel_lt_diagonal (Dq B : ℝ) (hB : B ≠ 0) :
    lowerLevel Dq B + 8 * Dq < 3 * B := by
  have hpos : 0 < B ^ 2 := by positivity
  have h : 10 * Dq + 9 * B < gap Dq B := Real.lt_sqrt_of_sq_lt (by linarith)
  unfold lowerLevel
  linarith
```

The closed form rearranges to

$$E_-+8Dq=3B+\tfrac12(s-g).$$

If $B\ne0$, then $g^2>s^2$, so $g>s$ and the left side is strictly below $3B$. Without `hB` the strict inequality fails: at $B=0$, $Dq=1$ one has $E_-=-8$, and both sides are 0.

```lean
/-- When the t₂e diagonal energy exceeds the t₂² one, configuration mixing lowers the lower
level by at most (6B)² divided by the difference 10Dq + 9B of these energies. -/
theorem mixing_bound (Dq B : ℝ) (hs : 0 < 10 * Dq + 9 * B) :
    3 * B - 36 * B ^ 2 / (10 * Dq + 9 * B) ≤ lowerLevel Dq B + 8 * Dq := by
  -- the square root lies below its tangent
  have key : ∀ s : ℝ, 0 < s → √(s ^ 2 + 144 * B ^ 2) ≤ s + 2 * (36 * B ^ 2 / s) := by
    intro s h
    have hq : s * (36 * B ^ 2 / s) = 36 * B ^ 2 := by
      field_simp
    refine Real.sqrt_le_iff.mpr ⟨by positivity, ?_⟩
    nlinarith [sq_nonneg (36 * B ^ 2 / s)]
  have h := key _ hs
  unfold lowerLevel gap
  linarith
```

For $s>0$ this bounds the lowering by $36B^2/s$, the second-order perturbation estimate. By hand,

$$\left(s+\frac{72B^2}{s}\right)^2=s^2+144B^2+\left(\frac{72B^2}{s}\right)^2\ge g^2,$$

hence $g\le s+72B^2/s$, and the rearranged formula gives the bound. In Lean, `key` is this inequality for $g$, and `nlinarith` receives the leftover square as a hint.

Without `hs` the bound can fail. At $B=0$, $Dq=-1$ we have $s=-10$, $g=10$ and $E_-=-2$, so the statement would read $0\le-10$.

## The strong-field limits

```lean
/-- The weak-field and strong-field matrices share their characteristic polynomial, and its
least root plus 8Dq tends to 3B as Dq tends to infinity. -/
theorem strong_field_limit (B : ℝ) :
    (∀ Dq, (weakField Dq B).charpoly = (strongField Dq B).charpoly ∧
      IsLeast {E | (weakField Dq B).charpoly.IsRoot E} (lowerLevel Dq B)) ∧
    Tendsto (fun Dq => lowerLevel Dq B + 8 * Dq) atTop (𝓝 (3 * B)) := by
  refine ⟨fun Dq => ⟨charpoly_weakField_eq_strongField Dq B, lowerLevel_isLeast Dq B⟩, ?_⟩
  have h1 : Tendsto (fun Dq : ℝ => 10 * Dq + 9 * B) atTop atTop :=
    tendsto_atTop_add_const_right _ _ (tendsto_id.const_mul_atTop (by norm_num))
  have h2 := (h1.const_div_atTop (36 * B ^ 2)).const_sub (3 * B)
  rw [sub_zero] at h2
  -- squeeze between the mixing bound and the diagonal energy
  refine tendsto_of_tendsto_of_tendsto_of_le_of_le' h2 tendsto_const_nhds ?_ ?_
  · filter_upwards [h1.eventually_gt_atTop 0] with Dq hs
    exact mixing_bound Dq B hs
  · refine Eventually.of_forall fun Dq => ?_
    have h : 10 * Dq + 9 * B ≤ gap Dq B :=
      Real.le_sqrt_of_sq_le (by linarith [sq_nonneg B])
    unfold lowerLevel
    linarith
```

For fixed real $B$, the first part collects the common polynomial and its least root at every $Dq$. The second, `Tendsto … atTop (𝓝 (3 * B))`, is $E_-+8Dq\to3B$ as $Dq\to\infty$. Once $s>0$,

$$3B-\frac{36B^2}{s}\le E_-+8Dq\le3B,$$

and the left side tends to $3B$ because $s\to\infty$. `filter_upwards` expresses "once $s>0$". The upper bound is not strict, so $B=0$ is included; physical repulsion has $B>0$.

```lean
/-- The upper level minus 2Dq tends to 12B as Dq tends to infinity. -/
theorem upperLevel_limit (B : ℝ) :
    Tendsto (fun Dq => upperLevel Dq B - 2 * Dq) atTop (𝓝 (12 * B)) := by
  -- the two levels add up to the trace 15B - 6Dq
  have h := (strong_field_limit B).2.const_sub (15 * B)
  have e : 15 * B - 3 * B = 12 * B := by ring
  rw [e] at h
  refine h.congr fun Dq => ?_
  unfold lowerLevel upperLevel
  ring

end

end LigandFieldD2TripletT1
```

The levels add up to the trace, so $E_+-2Dq=15B-(E_-+8Dq)\to12B$.

Within this two-parameter model without spin–orbit coupling, the limits give the asymptotes $-8Dq+3B$ and $2Dq+12B$ of the two ³T₁ levels, plotted against $Dq$ at fixed $B$ with the free-ion ³F term as the zero of energy. A Tanabe–Sugano diagram measures energies from the ground level instead, so its curves have other asymptotes. The limits also offer a check on a program that diagonalises either matrix.

```lean
#print axioms LigandFieldD2TripletT1.recoupling_weakField
-- 'LigandFieldD2TripletT1.recoupling_weakField' depends on axioms: [propext, Classical.choice, Quot.sound]
#print axioms LigandFieldD2TripletT1.lowerLevel_lt_diagonal
-- 'LigandFieldD2TripletT1.lowerLevel_lt_diagonal' depends on axioms: [propext, Classical.choice, Quot.sound]
#print axioms LigandFieldD2TripletT1.strong_field_limit
-- 'LigandFieldD2TripletT1.strong_field_limit' depends on axioms: [propext, Classical.choice, Quot.sound]
#print axioms LigandFieldD2TripletT1.upperLevel_limit
-- 'LigandFieldD2TripletT1.upperLevel_limit' depends on axioms: [propext, Classical.choice, Quot.sound]
```
